# When ⟨φ,Vφ⟩ ≠ 0, the Kleinman–Bylander operator of a potential matrix V equals V exactly when V has rank one

## States on a finite index set, potentials as square matrices

Within one angular channel, a nonlocal pseudopotential acts on functions of a continuous radius. Here that radius, or the labels of any orthonormal basis, is replaced by a finite index set $n$ with $N$ elements. A state is a function $\psi : n \to \mathbb{C}$, and a potential is a square complex matrix $V$ with entries $V_{ij}$. The inner product is

$$\langle \phi, \psi\rangle = \sum_i \overline{\phi_i}\,\psi_i ,$$

conjugate-linear in the first argument and without weights. On a radial grid with positive quadrature weights $w_i$, this means that the vector stores $\sqrt{w_i}$ times the reduced radial function $u(r) = rR(r)$ at point $i$, so that the factor $r^2$ of the volume element is already included. A potential that multiplies by a function of the radius remains diagonal under this rescaling.

The matrix $V$ stands for the nonlocal part of the pseudopotential in one angular channel, after the common local part has been subtracted. The vector $\phi$ is the reference state, typically a pseudo-orbital of the atom. A physical $V$ is Hermitian, but the argument never uses this, so the theorems are stated for every complex matrix and include the Hermitian case.

```lean
import Mathlib

open Matrix

namespace KleinmanBylanderRank

noncomputable section

variable {n : Type*} [Fintype n]
```

## The reference expectation value

The number that will appear in the denominator is

$$a = \langle \phi, V\phi\rangle = \sum_{i,j} \overline{\phi_i}\,V_{ij}\,\phi_j .$$

```lean
/-- The number `⟨φ, V φ⟩`. When `φ` has unit norm, it is the expectation value of `V` in the state
`φ`. -/
def expectation (V : Matrix n n ℂ) (φ : n → ℂ) : ℂ := star φ ⬝ᵥ (V *ᵥ φ)
```

In the code `star φ` is the entrywise complex conjugate, `⬝ᵥ` is the plain sum of products, and `*ᵥ` is a matrix acting on a column. The vector $\phi$ need not be normalised. For nonzero $\phi$ the quantum-mechanical expectation value is $a/\langle\phi,\phi\rangle$, which equals $a$ when $\phi$ has unit norm.

Most of the theorems below assume $a \neq 0$. Physically, the nonlocal potential must contribute a nonzero average energy in the reference state. This is a condition on the pair $(V,\phi)$, and it has to be verified for each potential and reference orbital. It also implies $V\phi \neq 0$ and $\phi \neq 0$, since either vector being zero would make $a$ vanish.

## The separable operator

The Kleinman–Bylander operator is the outer product of the column $V\phi$ with the row $\phi^* V$, divided by $a$:

$$K = \frac{V\phi\,\phi^* V}{a}, \qquad K_{ij} = \frac{(V\phi)_i\,(\phi^*V)_j}{a} .$$

For Hermitian $V$ the row $\phi^*V$ is the conjugate transpose of $V\phi$, and $K$ takes the familiar form $|V\phi\rangle\langle V\phi|/\langle\phi|V|\phi\rangle$. Replacing $\phi$ by $\lambda\phi$ with $\lambda \neq 0$ multiplies numerator and denominator by $|\lambda|^2$, so $K$ does not depend on the normalisation of the reference state.

```lean
/-- The separable Kleinman-Bylander operator `V φ φ* V / ⟨φ, V φ⟩`. -/
def separable (V : Matrix n n ℂ) (φ : n → ℂ) : Matrix n n ℂ :=
  (expectation V φ)⁻¹ • vecMulVec (V *ᵥ φ) (star φ ᵥ* V)
```

The function `vecMulVec` builds the outer product, and `star φ ᵥ* V` is the row $\phi^*V$.

## Action on an arbitrary state

Applying $K$ to $\psi$ contracts the row with $\psi$:

$$(K\psi)_i = \frac{1}{a}\,(V\phi)_i \sum_j (\phi^*V)_j\,\psi_j = \frac{\langle\phi,V\psi\rangle}{a}\,(V\phi)_i .$$

Every output is therefore a multiple of the single vector $V\phi$. The coefficient will be written

$$c_\psi = \frac{\langle\phi,V\psi\rangle}{a}, \qquad K\psi = c_\psi\,V\phi .$$

```lean
/-- The separable operator sends every state `ψ` to a multiple of `V φ`, with
coefficient `⟨φ, V ψ⟩ / ⟨φ, V φ⟩`. -/
theorem separable_mulVec (V : Matrix n n ℂ) (φ ψ : n → ℂ) :
    separable V φ *ᵥ ψ =
      ((star φ ⬝ᵥ (V *ᵥ ψ)) / expectation V φ) • (V *ᵥ φ) := by
  ext i
  have h : (separable V φ *ᵥ ψ) i =
      ∑ j, (expectation V φ)⁻¹ * ((V *ᵥ φ) i * (star φ ᵥ* V) j) * ψ j := rfl
  have h2 : star φ ⬝ᵥ (V *ᵥ ψ) = ∑ j, (star φ ᵥ* V) j * ψ j :=
    Matrix.dotProduct_mulVec _ _ _
  rw [h, Pi.smul_apply, smul_eq_mul, h2, div_eq_mul_inv, Finset.sum_mul, Finset.sum_mul]
  refine Finset.sum_congr rfl fun j _ => ?_
  ring
```

The proof compares the two sides entry by entry. The statement `h` writes out the matrix-vector product as a sum over `j`, and `h2` is the associativity $\phi^*(V\psi) = (\phi^*V)\psi$. The constant factors are then moved inside the sum, and `ring` matches the terms. This theorem carries no hypothesis on $a$, because Lean sets the inverse of zero to zero and both sides then vanish.

## Agreement on the reference state

For $\psi = \phi$ the coefficient is $c_\phi = a/a = 1$, so

$$K\phi = V\phi .$$

```lean
/-- If `⟨φ, V φ⟩ ≠ 0`, the separable operator acts on the reference state `φ` exactly as the
potential does. -/
theorem separable_reference {V : Matrix n n ℂ} {φ : n → ℂ} (ha : expectation V φ ≠ 0) :
    separable V φ *ᵥ φ = V *ᵥ φ := by
  rw [separable_mulVec]
  change (expectation V φ / expectation V φ) • (V *ᵥ φ) = V *ᵥ φ
  rw [div_self ha, one_smul]
```

The `change` line recognises the numerator as `expectation V φ`, and the assumption `ha`, which says $a \neq 0$, allows the quotient to be replaced by one.

## All states on which the two operators agree

Suppose $K\psi = V\psi$. Then $V\psi = c_\psi V\phi$, and the remainder $\chi = \psi - c_\psi\phi$ satisfies

$$V\chi = V\psi - c_\psi V\phi = 0 .$$

Hence $\psi = c_\psi\phi + \chi$ with $\chi$ annihilated by $V$.

Conversely, let $\psi = c\,\phi + \chi$ with $V\chi = 0$. Then $K\chi = (\langle\phi,V\chi\rangle/a)\,V\phi = 0$ as well, and

$$K\psi = c\,K\phi = c\,V\phi = V\psi .$$

The operators agree on multiples of the reference state, on the states that the potential annihilates, and on sums of the two kinds, but on nothing else.

```lean
/-- If `⟨φ, V φ⟩ ≠ 0`, the separable operator and the potential agree on `ψ` exactly when `ψ` is a
multiple of the reference state plus a state annihilated by the potential. -/
theorem agree_iff {V : Matrix n n ℂ} {φ : n → ℂ} (ha : expectation V φ ≠ 0) (ψ : n → ℂ) :
    separable V φ *ᵥ ψ = V *ᵥ ψ ↔
      ∃ (c : ℂ) (χ : n → ℂ), V *ᵥ χ = 0 ∧ ψ = c • φ + χ := by
  constructor
  · intro h
    rw [separable_mulVec] at h
    -- remove the reference component from `ψ`
    refine ⟨(star φ ⬝ᵥ (V *ᵥ ψ)) / expectation V φ,
      ψ - ((star φ ⬝ᵥ (V *ᵥ ψ)) / expectation V φ) • φ, ?_, by abel⟩
    rw [Matrix.mulVec_sub, Matrix.mulVec_smul, h, sub_self]
  · rintro ⟨c, χ, hχ, rfl⟩
    have hK : separable V φ *ᵥ χ = 0 := by
      rw [separable_mulVec, hχ, dotProduct_zero, zero_div, zero_smul]
    rw [Matrix.mulVec_add, Matrix.mulVec_add, Matrix.mulVec_smul, Matrix.mulVec_smul,
      separable_reference ha, hK, hχ]
```

The two bullets of the proof are these two directions. In the first, the witnesses given to `refine` are $c_\psi$ and $\psi - c_\psi\phi$. In the second, `hK` is the statement $K\chi = 0$, and the final rewriting uses linearity together with $K\phi = V\phi$.

## The difference has one rank less

The states of agreement form the kernel of $V-K$, so the previous step says

$$\ker(V-K) = \ker V + \mathbb{C}\phi .$$

The sum is direct: if $c\,\phi$ lies in $\ker V$, then $c\,V\phi = 0$, and $V\phi\neq 0$ forces $c = 0$. Since $\phi \neq 0$, the line $\mathbb{C}\phi$ has dimension one, and

$$\dim\ker(V-K) = \dim\ker V + 1 .$$

Rank and kernel dimension add up to $N$ for each matrix. Therefore

$$\operatorname{rank}(V-K) = N - \dim\ker V - 1 = \operatorname{rank}V - 1 .$$

```lean
/-- If `⟨φ, V φ⟩ ≠ 0`, subtracting the separable operator lowers the rank of the potential by
exactly one. -/
theorem rank_sub_separable {V : Matrix n n ℂ} {φ : n → ℂ} (ha : expectation V φ ≠ 0) :
    (V - separable V φ).rank + 1 = V.rank := by
  have hV : V *ᵥ φ ≠ 0 := fun h => ha (by rw [expectation, h, dotProduct_zero])
  have hφ : φ ≠ 0 := fun h => hV (by rw [h, Matrix.mulVec_zero])
  -- the kernel of the difference gains one direction, the reference state
  have hker : LinearMap.ker (V - separable V φ).mulVecLin =
      LinearMap.ker V.mulVecLin ⊔ Submodule.span ℂ {φ} := by
    ext ψ
    constructor
    · intro h
      rw [LinearMap.mem_ker, Matrix.mulVecLin_apply, Matrix.sub_mulVec, sub_eq_zero] at h
      obtain ⟨c, χ, hχ, hψ⟩ := (agree_iff ha ψ).1 h.symm
      exact Submodule.mem_sup.2 ⟨χ, LinearMap.mem_ker.2 hχ, c • φ,
        Submodule.smul_mem _ c (Submodule.mem_span_singleton_self φ),
        by rw [hψ, add_comm]⟩
    · intro h
      obtain ⟨χ, hχ, y, hy, hψ⟩ := Submodule.mem_sup.1 h
      obtain ⟨c, rfl⟩ := Submodule.mem_span_singleton.1 hy
      rw [LinearMap.mem_ker, Matrix.mulVecLin_apply, Matrix.sub_mulVec, sub_eq_zero]
      exact ((agree_iff ha ψ).2
        ⟨c, χ, LinearMap.mem_ker.1 hχ, by rw [← hψ, add_comm]⟩).symm
  have hinf : LinearMap.ker V.mulVecLin ⊓ Submodule.span ℂ {φ} = ⊥ := by
    rw [Submodule.eq_bot_iff]
    rintro x ⟨hx, hy⟩
    obtain ⟨c, rfl⟩ := Submodule.mem_span_singleton.1 hy
    have h0 : V *ᵥ (c • φ) = 0 := LinearMap.mem_ker.1 hx
    rw [Matrix.mulVec_smul] at h0
    rw [(smul_eq_zero.1 h0).resolve_right hV, zero_smul]
  have hdim := Submodule.finrank_sup_add_finrank_inf_eq
    (LinearMap.ker V.mulVecLin) (Submodule.span ℂ {φ})
  rw [hinf, finrank_bot, finrank_span_singleton hφ, ← hker] at hdim
  -- rank-nullity for both operators
  have h1 := V.mulVecLin.finrank_range_add_finrank_ker
  have h2 := (V - separable V φ).mulVecLin.finrank_range_add_finrank_ker
  unfold Matrix.rank
  omega
```

The statement is written with `+ 1` on the left, which avoids subtraction of natural numbers. In the proof, `hker` is the equality of subspaces, with `⊔` for their sum and `Submodule.span ℂ {φ}` for the line through $\phi$; both of its inclusions come from `agree_iff`. The statement `hinf` says that the two subspaces meet only in zero. The dimension formula for a sum of subspaces gives `hdim`, rank-nullity gives `h1` and `h2`, and `omega` solves the resulting integer equations.

The theorem measures the discrepancy by rank only. It does not bound the size of $V-K$, which depends on the entries of $V$ and on the choice of $\phi$.

## Equality of the operators

The next step passes from equal action to equal matrices. If $A\psi = B\psi$ for every $\psi$, then choosing $\psi$ as each basis vector in turn shows that all columns of $A$ and $B$ coincide.

```lean
variable [DecidableEq n]

/-- Two operators that act identically on every state are equal. -/
theorem eq_of_mulVec {A B : Matrix n n ℂ} (h : ∀ ψ, A *ᵥ ψ = B *ᵥ ψ) : A = B := by
  apply Matrix.toLin'.injective
  refine LinearMap.ext fun ψ => ?_
  rw [Matrix.toLin'_apply, Matrix.toLin'_apply]
  exact h ψ
```

Lean obtains this from the injectivity of the map that sends a matrix to its linear operator.

Now $K = V$ holds exactly when $V-K$ is the zero matrix, which is the same as $\operatorname{rank}(V-K) = 0$. By the rank formula this happens exactly when

$$\operatorname{rank}V = 1 .$$

```lean
/-- If `⟨φ, V φ⟩ ≠ 0`, the separable operator equals the potential exactly when the potential has
rank one. -/
theorem separable_eq_iff_rank_one {V : Matrix n n ℂ} {φ : n → ℂ}
    (ha : expectation V φ ≠ 0) : separable V φ = V ↔ V.rank = 1 := by
  have hr := rank_sub_separable ha
  constructor
  · intro h
    rw [h, sub_self, Matrix.rank_zero] at hr
    omega
  · intro h
    have h0 : (V - separable V φ).rank = 0 := by omega
    unfold Matrix.rank at h0
    have hz := LinearMap.range_eq_bot.1 (Submodule.finrank_eq_zero.1 h0)
    refine eq_of_mulVec fun ψ => ?_
    have hψ : (V - separable V φ) *ᵥ ψ = 0 := LinearMap.congr_fun hz ψ
    rw [Matrix.sub_mulVec, sub_eq_zero] at hψ
    exact hψ.symm
```

In the forward direction the assumption $K=V$ turns the rank formula into $0 + 1 = \operatorname{rank}V$. In the backward direction the rank of the difference is zero, so its range is the zero subspace (`hz`), the difference annihilates every state, and `eq_of_mulVec` finishes the argument. The criterion does not involve $\phi$ beyond the condition $a \neq 0$: for a potential of higher rank, no admissible choice of reference state makes this one-projector form exact.

## A state that only the original potential sees

Suppose $\operatorname{rank}V \neq 1$. Since $a\neq0$ excludes rank zero, the rank is at least two. The operators differ, so there is a state $\psi$ with $K\psi \neq V\psi$. Remove its reference component and set $\psi' = \psi - c_\psi\phi$. Then

$$K\psi' = c_\psi V\phi - c_\psi V\phi = 0, \qquad V\psi' = V\psi - c_\psi V\phi = V\psi - K\psi \neq 0 .$$

The separable operator gives zero on $\psi'$, while the original potential does not.

```lean
/-- If `⟨φ, V φ⟩ ≠ 0` and the potential does not have rank one, some state is annihilated by the
separable operator but not by the potential. -/
theorem exists_unseen_state {V : Matrix n n ℂ} {φ : n → ℂ}
    (ha : expectation V φ ≠ 0) (hr : V.rank ≠ 1) :
    ∃ ψ : n → ℂ, separable V φ *ᵥ ψ = 0 ∧ V *ᵥ ψ ≠ 0 := by
  have hex : ∃ ψ, separable V φ *ᵥ ψ ≠ V *ᵥ ψ := by
    by_contra h
    exact hr ((separable_eq_iff_rank_one ha).1
      (eq_of_mulVec fun ψ => by_contra fun hψ => h ⟨ψ, hψ⟩))
  obtain ⟨ψ, hψ⟩ := hex
  -- project out the reference component
  refine ⟨ψ - ((star φ ⬝ᵥ (V *ᵥ ψ)) / expectation V φ) • φ, ?_, ?_⟩
  · rw [Matrix.mulVec_sub, Matrix.mulVec_smul, separable_reference ha,
      separable_mulVec, sub_self]
  · rw [Matrix.mulVec_sub, Matrix.mulVec_smul, ← separable_mulVec]
    exact fun h => hψ (sub_eq_zero.1 h).symm
```

The existence of $\psi$, called `hex`, is proved by contradiction: if the operators agreed on every state, they would be equal and $V$ would have rank one. The last two bullets are the two displayed computations. The theorem says that $V\psi'$ is a nonzero vector; it makes no claim about the energy $\langle\psi',V\psi'\rangle$.

## Semilocal potentials on a radial grid

Within one angular channel, a semilocal potential multiplies the radial function by a number $v_i$ at each grid point, so $V = \operatorname{diag}(v)$. Its rank is the number of grid points at which $v_i \neq 0$. The reference expectation value becomes

$$a = \sum_i v_i\,|\phi_i|^2 ,$$

and the rank criterion reads

$$K = \operatorname{diag}(v) \iff v_i \neq 0 \text{ for exactly one } i .$$

```lean
/-- For a potential `v` that is diagonal on a grid, as a semilocal potential is within one angular
channel, and a reference state `φ` with `⟨φ, V φ⟩ ≠ 0` for `V = diagonal v`, the separable form is
exact only if `v` is nonzero at exactly one grid point, and then it is exact. -/
theorem semilocal_channel_iff {v φ : n → ℂ} (ha : expectation (diagonal v) φ ≠ 0) :
    separable (diagonal v) φ = diagonal v ↔ ∃! i, v i ≠ 0 := by
  rw [separable_eq_iff_rank_one ha, Matrix.rank_diagonal, Fintype.card_eq_one_iff]
  constructor
  · rintro ⟨⟨i, hi⟩, h⟩
    exact ⟨i, hi, fun j hj => congrArg Subtype.val (h ⟨j, hj⟩)⟩
  · rintro ⟨i, hi, h⟩
    exact ⟨⟨i, hi⟩, fun y => Subtype.ext (h y.1 y.2)⟩

end

end KleinmanBylanderRank
```

The symbol `∃!` means "there is exactly one". The proof replaces the rank of `diagonal v` by the number of indices with nonzero entry, and the two bullets translate "this set has one element" into the existence of a unique index and back. The values $v_i$ may be complex, although a physical semilocal potential has real ones.

A channel potential that is nonzero at two or more grid points thus differs as an operator from its separable form whenever $a \neq 0$. For quantum Monte Carlo this means that, in the finite-grid, single-channel and single-projector model, taking orbitals from a calculation with the separable operator and then evaluating the semilocal one uses two different pseudopotential operators whenever $v$ is nonzero at more than one grid point, even though both act identically on the reference state. The model contains neither the sum over angular channels nor separable forms with several projectors, and it does not address the continuum limit of the grid.

```lean
#print axioms KleinmanBylanderRank.separable_eq_iff_rank_one
-- 'KleinmanBylanderRank.separable_eq_iff_rank_one' depends on axioms: [propext, Classical.choice, Quot.sound]
#print axioms KleinmanBylanderRank.exists_unseen_state
-- 'KleinmanBylanderRank.exists_unseen_state' depends on axioms: [propext, Classical.choice, Quot.sound]
#print axioms KleinmanBylanderRank.semilocal_channel_iff
-- 'KleinmanBylanderRank.semilocal_channel_iff' depends on axioms: [propext, Classical.choice, Quot.sound]
```
